# At real energies inside the band, the layer recursion of a uniform chain converges only from a fixed point

Before a lead's surface Green function is iterated layer by layer at an energy inside the band, the energy is usually given a small imaginary part. For a uniform non-interacting chain with one orbital per site and nearest-neighbour hopping, the theorems below show that at a strictly real in-band energy the iteration converges only if it starts at a solution of its own fixed-point equation.

```lean
import Mathlib

open Filter Topology ComplexConjugate

namespace InBandLayerRecursion

/-- The layer recursion of a semi-infinite chain with hopping `t` at energy `E`:
each new surface Green function satisfies `g (n+1) * (E - t² g n) = 1`. -/
def LayerRecursion {K : Type*} [Field K] (t E : K) (g : ℕ → K) : Prop :=
  ∀ n, g (n + 1) * (E - t ^ 2 * g n) = 1

/-- Adding a layer multiplies the deviation from a self-consistent solution `p` by
`t² p g'`, where `g'` is the new surface Green function. -/
theorem deviation_step {K : Type*} [Field K] {t E g g' p : K}
    (hg : g' * (E - t ^ 2 * g) = 1) (hp : p * (E - t ^ 2 * p) = 1) :
    g' - p = t ^ 2 * p * g' * (g - p) := by
  linear_combination p * hg - g' * hp

/-- Any limit of the layer recursion solves the self-consistency equation
`L (E - t² L) = 1`. -/
theorem limit_selfConsistent {K : Type*} [NormedField K] {t E L : K} {g : ℕ → K}
    (hg : LayerRecursion t E g) (h : Tendsto g atTop (𝓝 L)) :
    L * (E - t ^ 2 * L) = 1 := by
  have h1 : Tendsto (fun n => g (n + 1) * (E - t ^ 2 * g n)) atTop
      (𝓝 (L * (E - t ^ 2 * L))) :=
    ((tendsto_add_atTop_iff_nat 1).2 h).mul (tendsto_const_nhds.sub (h.const_mul _))
  have h2 : (fun n => g (n + 1) * (E - t ^ 2 * g n)) = fun _ => (1 : K) :=
    funext fun n => hg n
  rw [h2] at h1
  exact tendsto_nhds_unique h1 tendsto_const_nhds

/-- Inside the band, `|E| < 2t`, the self-consistency equation has no real solution. -/
theorem no_real_solution {t E : ℝ} (hE : |E| < 2 * t) (x : ℝ) :
    x * (E - t ^ 2 * x) ≠ 1 := by
  intro h
  obtain ⟨h1, h2⟩ := abs_lt.1 hE
  have h3 := mul_pos (show 0 < 2 * t - E by linarith) (show 0 < 2 * t + E by linarith)
  -- completing the square gives a negative discriminant
  have h4 : (2 * t ^ 2 * x - E) ^ 2 = E ^ 2 - 4 * t ^ 2 := by
    linear_combination (-4 * t ^ 2) * h
  nlinarith [sq_nonneg (2 * t ^ 2 * x - E)]

/-- Inside the band, `|E| < 2t`, no real solution of the layer recursion converges,
whatever its starting value. -/
theorem real_recursion_not_convergent {t E : ℝ} (hE : |E| < 2 * t) {g : ℕ → ℝ}
    (hg : LayerRecursion t E g) : ¬ ∃ L, Tendsto g atTop (𝓝 L) := by
  rintro ⟨L, hL⟩
  exact no_real_solution hE L (limit_selfConsistent hg hL)

/-- Inside the band, `|E| < 2t`, the complex self-consistent solutions `x` are given by
`2t² x = E ∓ i √(4t² - E²)`. -/
theorem selfConsistent_iff {t E : ℝ} (hE : |E| < 2 * t) (x : ℂ) :
    x * (E - (t : ℂ) ^ 2 * x) = 1 ↔
      2 * (t : ℂ) ^ 2 * x = E - Complex.I * (√(4 * t ^ 2 - E ^ 2) : ℝ) ∨
      2 * (t : ℂ) ^ 2 * x = E + Complex.I * (√(4 * t ^ 2 - E ^ 2) : ℝ) := by
  have ht : 0 < t := by linarith [abs_nonneg E]
  have htC : (t : ℂ) ≠ 0 := by exact_mod_cast ht.ne'
  have h4 : -4 * (t : ℂ) ^ 2 ≠ 0 := mul_ne_zero (by norm_num) (pow_ne_zero 2 htC)
  obtain ⟨h1, h2⟩ := abs_lt.1 hE
  have h3 := mul_pos (show 0 < 2 * t - E by linarith) (show 0 < 2 * t + E by linarith)
  have hs : (√(4 * t ^ 2 - E ^ 2)) ^ 2 = 4 * t ^ 2 - E ^ 2 :=
    Real.sq_sqrt (by nlinarith)
  generalize √(4 * t ^ 2 - E ^ 2) = s at hs ⊢
  have hsC : (s : ℂ) ^ 2 = 4 * (t : ℂ) ^ 2 - (E : ℂ) ^ 2 := by exact_mod_cast hs
  -- the quadratic equation in factorised form
  have key : (2 * (t : ℂ) ^ 2 * x - (E - Complex.I * s))
      * (2 * (t : ℂ) ^ 2 * x - (E + Complex.I * s))
      = -4 * (t : ℂ) ^ 2 * (x * (E - (t : ℂ) ^ 2 * x) - 1) := by
    linear_combination hsC - (s : ℂ) ^ 2 * Complex.I_sq
  constructor
  · intro h
    rw [h, sub_self, mul_zero] at key
    exact (mul_eq_zero.1 key).imp sub_eq_zero.1 sub_eq_zero.1
  · intro h
    have h0 := key.symm.trans (mul_eq_zero.2 (h.imp sub_eq_zero.2 sub_eq_zero.2))
    exact sub_eq_zero.1 ((mul_eq_zero.1 h0).resolve_left h4)

/-- For real `t` and `E`, the ratio of the distances from `g n` to a self-consistent
solution `p` and to its conjugate is conserved (written without division). -/
theorem distance_ratio_conserved {t E : ℝ} {g : ℕ → ℂ} {p : ℂ}
    (hg : LayerRecursion (t : ℂ) E g) (hp : p * (E - (t : ℂ) ^ 2 * p) = 1) (n : ℕ) :
    ‖g n - p‖ * ‖g 0 - conj p‖ = ‖g n - conj p‖ * ‖g 0 - p‖ := by
  have hq : conj p * (E - (t : ℂ) ^ 2 * conj p) = 1 := by
    simpa only [map_mul, map_sub, map_pow, Complex.conj_ofReal, map_one] using
      congrArg (starRingEnd ℂ) hp
  induction n with
  | zero => ring
  | succ n ih =>
    -- both distances are multiplied by the same factor
    rw [deviation_step (hg n) hp, deviation_step (hg n) hq]
    simp only [norm_mul, RCLike.norm_conj]
    linear_combination (‖(t : ℂ) ^ 2‖ * ‖p‖ * ‖g (n + 1)‖) * ih

/-- Inside the band, `|E| < 2t`, a complex solution of the layer recursion converges if and
only if its starting value already solves the self-consistency equation. -/
theorem converges_iff {t E : ℝ} (hE : |E| < 2 * t) {g : ℕ → ℂ}
    (hg : LayerRecursion (t : ℂ) E g) :
    (∃ L, Tendsto g atTop (𝓝 L)) ↔ g 0 * (E - (t : ℂ) ^ 2 * g 0) = 1 := by
  constructor
  · rintro ⟨L, hL⟩
    have hfix := limit_selfConsistent hg hL
    -- the conserved relation survives in the limit
    have h1 := ((hL.sub_const L).norm).mul_const ‖g 0 - conj L‖
    have h2 := ((hL.sub_const (conj L)).norm).mul_const ‖g 0 - L‖
    have h3 := tendsto_nhds_unique (h1.congr (distance_ratio_conserved hg hfix)) h2
    rw [sub_self, norm_zero, zero_mul] at h3
    rcases mul_eq_zero.1 h3.symm with h | h
    · obtain ⟨r, hr⟩ :=
        Complex.conj_eq_iff_real.1 (sub_eq_zero.1 (norm_eq_zero.1 h)).symm
      rw [hr] at hfix
      exact (no_real_solution hE r (by exact_mod_cast hfix)).elim
    · rw [sub_eq_zero.1 (norm_eq_zero.1 h)]
      exact hfix
  · intro hfix
    have hconst : ∀ n, g n = g 0 := by
      intro n
      induction n with
      | zero => rfl
      | succ n ih =>
        apply sub_eq_zero.1
        rw [deviation_step (hg n) hfix, ih, sub_self, mul_zero]
    exact ⟨g 0, tendsto_const_nhds.congr fun n => (hconst n).symm⟩

/-- At `E = 2t cos θ` with `t ≠ 0`, the sequence `sin (nθ) / (t sin ((n+1)θ))`, which starts
from zero, solves the layer recursion, provided no `sin ((n+1)θ)` vanishes. -/
theorem inBand_lead {t θ : ℝ} (ht : t ≠ 0) (hθ : ∀ n : ℕ, Real.sin ((n + 1) * θ) ≠ 0) :
    LayerRecursion t (2 * t * Real.cos θ)
      (fun n => Real.sin (n * θ) / (t * Real.sin ((n + 1) * θ))) := by
  intro n
  have hb := hθ n
  have hc := hθ (n + 1)
  have key : Real.sin (n * θ)
      = 2 * Real.cos θ * Real.sin ((n + 1) * θ) - Real.sin ((n + 1 + 1) * θ) := by
    have e1 : (n : ℝ) * θ = (n + 1) * θ - θ := by ring
    have e2 : ((n : ℝ) + 1 + 1) * θ = (n + 1) * θ + θ := by ring
    rw [e1, e2, Real.sin_sub, Real.sin_add]
    ring
  push_cast at hc ⊢
  generalize Real.sin ((n + 1 + 1) * θ) = c at *
  generalize Real.sin ((n + 1) * θ) = b at *
  generalize Real.sin (n * θ) = a at *
  have h : t ^ 2 * (a / (t * b)) * b = t * a := by field_simp
  rw [div_mul_eq_mul_div, div_eq_one_iff_eq (mul_ne_zero ht hc)]
  linear_combination -h - t * key

/-- For `t > 0` the energy `E = 2t cos 1` lies inside the band, and the real sequence
`sin n / (t sin (n+1))` solves the layer recursion there. -/
theorem inBand_lead_witness {t : ℝ} (ht : 0 < t) :
    |2 * t * Real.cos 1| < 2 * t ∧
      LayerRecursion t (2 * t * Real.cos 1)
        (fun n => Real.sin n / (t * Real.sin (n + 1))) := by
  constructor
  · have hs : 0 < Real.sin 1 :=
      Real.sin_pos_of_pos_of_lt_pi one_pos (by linarith [Real.pi_gt_three])
    have h1 := Real.sin_sq_add_cos_sq 1
    have h2 : Real.cos 1 < 1 := by nlinarith
    have h3 : -1 < Real.cos 1 := by nlinarith
    exact abs_lt.2 ⟨by nlinarith, by nlinarith⟩
  · have h : ∀ n : ℕ, Real.sin (((n : ℝ) + 1) * 1) ≠ 0 := by
      intro n h0
      -- a zero would make π rational
      obtain ⟨k, hk⟩ := Real.sin_eq_zero_iff.1 h0
      have hn : (0 : ℝ) ≤ n := Nat.cast_nonneg n
      have hk0 : (k : ℝ) ≠ 0 := by
        intro hz
        rw [hz] at hk
        linarith
      refine irrational_pi ⟨((n : ℚ) + 1) / k, ?_⟩
      push_cast
      rw [div_eq_iff hk0]
      linarith
    simpa only [mul_one] using inBand_lead ht.ne' h

end InBandLayerRecursion
```

```lean
#print axioms InBandLayerRecursion.real_recursion_not_convergent
#print axioms InBandLayerRecursion.selfConsistent_iff
#print axioms InBandLayerRecursion.converges_iff
```

```
'InBandLayerRecursion.real_recursion_not_convergent' depends on axioms: [propext, Classical.choice, Quot.sound]
'InBandLayerRecursion.selfConsistent_iff' depends on axioms: [propext, Classical.choice, Quot.sound]
'InBandLayerRecursion.converges_iff' depends on axioms: [propext, Classical.choice, Quot.sound]
```

## The chain behind the recursion

Let \(t\) be the hopping, \(E\) the energy measured from the on-site level, and \(g_n\) the surface Green function after \(n\) added layers. A new end site feels the old chain through the self-energy \(t^2g_n\), so

\[
g_{n+1}(E-t^2g_n)=1 .
\]

`LayerRecursion` states this product form over any field, here the real or complex numbers. A sequence that meets \(E=t^2g_n\) does not satisfy it. The start \(g_0\) is free; \(g_0=0\) means that no layer is present yet.

The hypothesis `|E| < 2 * t` puts \(E\) strictly inside the band and forces \(t>0\); a negative hopping is covered by writing \(|t|\) for \(t\), since the recursion contains only \(t^2\). Under it, `real_recursion_not_convergent` says that no real solution has a limit. `converges_iff` says that a complex solution has one exactly when \(g_0(E-t^2g_0)=1\), and `selfConsistent_iff` identifies the two such starts:

\[
p=\frac{E-i\sqrt{4t^2-E^2}}{2t^2},\qquad \bar p=\frac{E+i\sqrt{4t^2-E^2}}{2t^2}.
\]

The first, with negative imaginary part, is the retarded surface Green function. The convergence theorems treat real \(E\) only, so they do not establish that broadening restores convergence, and leads with several orbitals per layer would need a matrix version.

## No real limit

If \(g_n\to L\), then \(g_{n+1}\to L\) too, and the recursion gives \(L(E-t^2L)=1\). This is `limit_selfConsistent`. Multiplying by \(-4t^2\) and completing the square yields

\[
(2t^2L-E)^2=E^2-4t^2<0,
\]

which is impossible for real \(L\). In `no_real_solution`, `linear_combination` verifies the square and `nlinarith` finds the contradiction. Over the complex numbers the same quadratic factorises into the two roots above, which is the identity `key` in `selfConsistent_iff`.

## A conserved ratio of distances

Let \(p\) now be any fixed point. Inserting \(1=p(E-t^2p)\) and \(1=g_{n+1}(E-t^2g_n)\) gives

\[
\begin{aligned}
g_{n+1}-p&=g_{n+1}\,p(E-t^2p)-p\,g_{n+1}(E-t^2g_n)\\
&=t^2p\,g_{n+1}(g_n-p).
\end{aligned}
\]

This is `deviation_step`. Since \(t\) and \(E\) are real, conjugation shows that \(\bar p\) is also a fixed point. Both distances are therefore multiplied by the same factor \(t^2|p||g_{n+1}|\), and induction gives `distance_ratio_conserved`:

\[
|g_n-p|\,|g_0-\bar p|=|g_n-\bar p|\,|g_0-p| .
\]

Suppose \(g_n\to L\). Then \(L\) is a fixed point, and taking \(p=L\) in the limit leaves \(0=|L-\bar L|\,|g_0-L|\). Since \(L\) is not real, \(g_0=L\). Conversely, a start at a fixed point has zero deviation, and `deviation_step` keeps it zero.

In Lean, the passage to the limit rests on `Tendsto.congr`. The terms `h1` and `h2` give the limits of the two sides of the conserved relation. `h1.congr` uses the equality at every \(n\) to transfer the first limit to the second sequence, and `tendsto_nhds_unique` equates the two values. Because the relation contains no quotient, a start at \(\bar p\) needs no separate case.

## Sequences that keep moving

Take \(t=1\), \(E=0\), so that \(g_{n+1}=-1/g_n\) and \(p=-i\). From \(g_0=-2i\) the sequence runs \(-2i,\,-i/2,\,-2i,\dots\). Its distances to \(-i\) alternate between \(1\) and \(1/2\), those to \(i\) between \(3\) and \(3/2\); the ratio stays at \(1/3\).

For a lead grown from nothing, `inBand_lead` sets \(E=2t\cos\theta\) and

\[
g_n=\frac{\sin n\theta}{t\sin((n+1)\theta)} .
\]

The identity \(2\cos\theta\sin((n+1)\theta)-\sin n\theta=\sin((n+2)\theta)\) gives

\[
E-t^2g_n=\frac{t\sin((n+2)\theta)}{\sin((n+1)\theta)}=\frac1{g_{n+1}},
\]

provided no \(\sin((n+1)\theta)\) vanishes. `inBand_lead_witness` takes \(\theta=1\), where a vanishing sine would make \(\pi\) rational. Every \(t>0\) thus has a real in-band sequence that never breaks down, and by `real_recursion_not_convergent` it never converges.
